# The first gap and an amplitude ratio set the leading late-time error of the mixed energy in a finite-level system

## Can a correct projection approach the ground energy from below?

Let H be Hermitian on a finite-dimensional complex space, with orthonormal eigenvectors v_n and real energies ε_n. Level g is the unique lowest, e is the unique next one, and inner products are linear in the second slot. For a trial state ψ, an initial state φ and an imaginary projection time β, write

a_n = ⟨ψ, v_n⟩⟨v_n, φ⟩

E_mix(β) = ⟨ψ, H exp(−βH) φ⟩ / ⟨ψ, exp(−βH) φ⟩.

In a small test without sampling, my E_mix(β) climbs to ε_g from below. With ψ = φ it came down from above. Have I broken the variational principle, or is there a bug?

## The leading late-time error is proportional to a_e/a_g

Neither need be the case. If a_g ≠ 0, then

exp(β(ε_e − ε_g)) (E_mix(β) − ε_g) → (ε_e − ε_g) a_e/a_g.

For ψ = φ every a_n is nonnegative, so E_mix is an average of energies with nonnegative weights and cannot fall below ε_g. For ψ ≠ φ the ratio a_e/a_g can be negative, and the real part of E_mix then approaches ε_g from below at large β. The ratio can also be complex. If a_e = 0, for example by symmetry, the limit is zero: any remaining error comes from higher levels and decays faster than exp(−β(ε_e − ε_g)).

To derive the limit, start from an eigenvector x with Hx = Ex. The function f(u) = exp(−uE) exp(uH)x has derivative

f′(u) = −E f(u) + exp(−uE) exp(uH)Hx = 0,

so f(−β) = f(0) = x, which gives exp(−βH)x = exp(−βE)x. Expanding φ in the eigenbasis,

exp(−β(H − ε_g))φ = ∑_n exp(−β(ε_n − ε_g)) ⟨v_n, φ⟩ v_n → ⟨v_g, φ⟩ v_g,

because every other exponential decays. Similarly, the overlap D(β) = ⟨ψ, exp(−βH)φ⟩ is

D(β) = exp(−βε_g) ∑_n exp(−β(ε_n − ε_g)) a_n.

This sum tends to a_g ≠ 0, so D(β) is nonzero at large β. There, E_mix − ε_g is the following quantity divided by D(β):

⟨ψ, (H − ε_g) exp(−βH)φ⟩ = exp(−βε_e) ∑_n exp(−β(ε_n − ε_e)) (ε_n − ε_g) a_n.

The term n = g has a growing exponential but coefficient zero. All levels other than g and e decay, so the sum tends to (ε_e − ε_g)a_e. Multiplying the quotient by exp(β(ε_e − ε_g)) cancels the prefactors and leaves the stated limit.

For projector Monte Carlo, this describes the bias from finite projection time in a finite-dimensional model with exact propagation, without sampling noise, time-step error or a phase constraint.

Here is the Lean version:

```lean
import Mathlib

open Filter Topology

namespace ImaginaryTimeProjection

noncomputable section

variable {V : Type*} [NormedAddCommGroup V] [InnerProductSpace ℂ V] {ι : Type*} [Fintype ι]

/-- The imaginary-time propagator `exp(-β H)`. -/
def propagator (H : V →L[ℂ] V) (β : ℝ) : V →L[ℂ] V :=
  NormedSpace.exp ((-β : ℂ) • H)

/-- The mixed energy `⟨ψ, H exp(-β H) φ⟩ / ⟨ψ, exp(-β H) φ⟩`, for nonzero overlap in the
denominator. -/
def mixedEnergy (H : V →L[ℂ] V) (ψ φ : V) (β : ℝ) : ℂ :=
  inner ℂ ψ (H (propagator H β φ)) / inner ℂ ψ (propagator H β φ)

/-- The amplitude `a_n = ⟨ψ, v_n⟩ ⟨v_n, φ⟩` of level `n`. -/
def amplitude (v : OrthonormalBasis ι ℂ V) (ψ φ : V) (n : ι) : ℂ :=
  inner ℂ ψ (v n) * inner ℂ (v n) φ

/-- On an eigenvector with real energy `E`, the propagator of a bounded operator on a Hilbert
space multiplies by `exp(-β E)`. -/
theorem propagator_eigenvector [CompleteSpace V] {H : V →L[ℂ] V} {x : V} {E : ℝ}
    (hx : H x = (E : ℂ) • x) (β : ℝ) :
    propagator H β x = (Real.exp (-β * E) : ℂ) • x := by
  -- exp(-uE) exp(uH) x does not depend on u
  have key : ∀ t : ℂ, HasDerivAt
      (fun u : ℂ => Complex.exp (-(u * E)) • (NormedSpace.exp (u • H)) x) 0 t := by
    intro t
    have h1 : HasDerivAt (fun u : ℂ => (NormedSpace.exp (u • H)) x)
        ((E : ℂ) • (NormedSpace.exp (t • H)) x) t := by
      refine ((hasDerivAt_exp_smul_const H t).clm_apply (hasDerivAt_const t x)).congr_deriv ?_
      have h : (NormedSpace.exp (t • H) * H) x = (NormedSpace.exp (t • H)) (H x) := rfl
      rw [h, hx, map_smul, map_zero, add_zero]
    have h2 : HasDerivAt (fun u : ℂ => Complex.exp (-(u * E)))
        (Complex.exp (-(t * E)) * (-E)) t :=
      ((hasDerivAt_id' t).mul_const (E : ℂ)).fun_neg.cexp.congr_deriv (by ring)
    refine (h2.smul h1).congr_deriv ?_
    module
  have h0 : Complex.exp (-((0 : ℂ) * E)) • (NormedSpace.exp ((0 : ℂ) • H)) x = x := by
    simp [NormedSpace.exp_zero]
  have h := (is_const_of_deriv_eq_zero (fun t => (key t).differentiableAt)
    (fun t => (key t).deriv) (-(β : ℂ)) 0).trans h0
  have hc : (Real.exp (-β * E) : ℂ) * Complex.exp (-(-(β : ℂ) * E)) = 1 := by
    rw [Complex.ofReal_exp, ← Complex.exp_add]
    simp
  rw [← one_smul ℂ (propagator H β x), ← hc, mul_smul]
  exact congrArg _ h

/-- In a finite sum of exponentials measured from level `g`, only the term `g` survives at large
`β`, if every other term has higher energy or zero coefficient. -/
theorem dominant_level {W : Type*} [NormedAddCommGroup W] [NormedSpace ℂ W]
    (ε : ι → ℝ) (c : ι → W) (g : ι) (h : ∀ n, n ≠ g → ε g < ε n ∨ c n = 0) :
    Tendsto (fun β : ℝ => ∑ n, (Real.exp (-β * (ε n - ε g)) : ℂ) • c n) atTop (𝓝 (c g)) := by
  classical
  have hs : c g = ∑ n, if n = g then c g else 0 := by simp
  rw [hs]
  refine tendsto_finsetSum _ fun n _ => ?_
  by_cases hn : n = g
  · rw [if_pos hn, hn]
    simp
  · rw [if_neg hn]
    rcases h n hn with hd | hc
    · have h1 : Tendsto (fun β : ℝ => Real.exp (-β * (ε n - ε g))) atTop (𝓝 0) :=
        Real.tendsto_exp_atBot.comp
          (Tendsto.atBot_mul_const (sub_pos.2 hd) tendsto_neg_atTop_atBot)
      have h2 := ((Complex.continuous_ofReal.tendsto 0).comp h1).smul_const (c n)
      simpa [Function.comp_def] using h2
    · simp [hc]

variable (v : OrthonormalBasis ι ℂ V) (ε : ι → ℝ)

/-- For any real energies, `H = ∑ ε_m |v_m⟩⟨v_m|` has the `v_n` as eigenvectors, and for
`ψ = φ = ∑ v_m` every amplitude equals one. -/
theorem eigenbasis_witness (n : ι) :
    (∑ m, (ε m : ℂ) • (innerSL ℂ (v m)).smulRight (v m)) (v n) = (ε n : ℂ) • v n ∧
    amplitude v (∑ m, v m) (∑ m, v m) n = 1 := by
  classical
  have ho := orthonormal_iff_ite.1 v.orthonormal
  constructor
  · simp [sum_apply, ho]
  · simp [amplitude, ho]

variable {H : V →L[ℂ] V} (hH : ∀ n, H (v n) = (ε n : ℂ) • v n) (ψ φ : V)
include hH

/-- In an orthonormal eigenbasis of `H`, propagation multiplies each component of `φ` by
`exp(-β ε_n)`. -/
theorem propagator_expansion (β : ℝ) :
    propagator H β φ = ∑ n, (Real.exp (-β * ε n) : ℂ) • (inner ℂ (v n) φ • v n) := by
  have : FiniteDimensional ℂ V := Module.Finite.of_basis v.toBasis
  have : CompleteSpace V := FiniteDimensional.complete ℂ V
  conv_lhs => rw [← v.sum_repr' φ, map_sum]
  refine Finset.sum_congr rfl fun n _ => ?_
  rw [map_smul, propagator_eigenvector (hH n), smul_comm]

/-- Ground-state projection: if level `g` of the eigenbasis lies strictly below all others, then
`exp(-β (H - ε_g)) φ` tends to `⟨v_g, φ⟩ v_g`. -/
theorem ground_state_projection (g : ι) (hg : ∀ n, n ≠ g → ε g < ε n) :
    Tendsto (fun β : ℝ => propagator (H - (ε g : ℂ) • 1) β φ) atTop
      (𝓝 (inner ℂ (v g) φ • v g)) := by
  have hS : ∀ n, (H - (ε g : ℂ) • (1 : V →L[ℂ] V)) (v n) = ((ε n - ε g : ℝ) : ℂ) • v n := by
    intro n
    simp [hH, sub_smul]
  exact (dominant_level ε (fun n => inner ℂ (v n) φ • v n) g fun n hn => Or.inl (hg n hn)).congr
    fun β => (propagator_expansion v (fun n => ε n - ε g) hS φ β).symm

/-- Spectral sums, in an orthonormal eigenbasis of `H`, for the overlap and for the energy
numerator measured from `s`, with a factor `exp(-β r)` taken out. -/
theorem overlap_expansion (r s β : ℝ) :
    inner ℂ ψ (propagator H β φ) = (Real.exp (-β * r) : ℂ) *
      ∑ n, (Real.exp (-β * (ε n - r)) : ℂ) • amplitude v ψ φ n ∧
    inner ℂ ψ (H (propagator H β φ)) - s * inner ℂ ψ (propagator H β φ) =
      (Real.exp (-β * r) : ℂ) *
        ∑ n, (Real.exp (-β * (ε n - r)) : ℂ) • (((ε n : ℂ) - s) * amplitude v ψ φ n) := by
  have hx : ∀ n, (Real.exp (-β * ε n) : ℂ) =
      (Real.exp (-β * r) : ℂ) * (Real.exp (-β * (ε n - r)) : ℂ) := by
    intro n
    rw [← Complex.ofReal_mul, ← Real.exp_add]
    congr 2
    ring
  rw [propagator_expansion v ε hH]
  simp only [map_sum, map_smul, hH, inner_sum, inner_smul_right, Finset.mul_sum,
    ← Finset.sum_sub_distrib, hx, smul_eq_mul, amplitude]
  constructor <;> exact Finset.sum_congr rfl fun n _ => by ring

/-- Let `H` have an orthonormal eigenbasis with real energies `ε_n`. Let `ε_g < ε_e`, let all other
levels lie strictly above `ε_e`, and let `a_g ≠ 0`. Then the overlap is nonzero at large `β`, and
`exp(β (ε_e - ε_g)) (E_mix(β) - ε_g)` tends to `(ε_e - ε_g) a_e / a_g`. -/
theorem mixedEnergy_asymptotics (g e : ι) (hge : ε g < ε e)
    (hrest : ∀ n, n ≠ g → n ≠ e → ε e < ε n) (ha : amplitude v ψ φ g ≠ 0) :
    (∀ᶠ β : ℝ in atTop, inner ℂ ψ (propagator H β φ) ≠ 0) ∧
    Tendsto (fun β : ℝ => (Real.exp (β * (ε e - ε g)) : ℂ) * (mixedEnergy H ψ φ β - ε g)) atTop
      (𝓝 (((ε e : ℂ) - ε g) * amplitude v ψ φ e / amplitude v ψ φ g)) := by
  have hD := dominant_level ε (amplitude v ψ φ) g fun n hn => by
    by_cases h : n = e
    · exact Or.inl (h ▸ hge)
    · exact Or.inl (hge.trans (hrest n hn h))
  -- the ground level drops out of the numerator of E_mix - ε_g
  have hN := dominant_level ε (fun n => ((ε n : ℂ) - ε g) * amplitude v ψ φ n) e fun n hn => by
    by_cases h : n = g
    · right
      simp [h]
    · exact Or.inl (hrest n h hn)
  have hP : ∀ᶠ β : ℝ in atTop, inner ℂ ψ (propagator H β φ) ≠ 0 := by
    filter_upwards [hD.eventually_ne ha] with β hβ
    rw [(overlap_expansion v ε hH ψ φ (ε g) 0 β).1]
    exact mul_ne_zero (Complex.ofReal_ne_zero.2 (Real.exp_ne_zero _)) hβ
  refine ⟨hP, (hN.div hD ha).congr' ?_⟩
  filter_upwards [hP] with β hβ
  have h1 := (overlap_expansion v ε hH ψ φ (ε g) 0 β).1
  have h2 := (overlap_expansion v ε hH ψ φ (ε e) (ε g) β).2
  have hx : (Real.exp (β * (ε e - ε g)) : ℂ) * (Real.exp (-β * ε e) : ℂ) =
      (Real.exp (-β * ε g) : ℂ) := by
    rw [← Complex.ofReal_mul, ← Real.exp_add]
    congr 2
    ring
  have hE : mixedEnergy H ψ φ β - ε g =
      (inner ℂ ψ (H (propagator H β φ)) - ε g * inner ℂ ψ (propagator H β φ)) /
        inner ℂ ψ (propagator H β φ) := by
    rw [mixedEnergy, sub_div, mul_div_cancel_right₀ _ hβ]
  rw [hE, h2, h1, mul_div_assoc', ← mul_assoc, hx]
  exact (mul_div_mul_left _ _ (Complex.ofReal_ne_zero.2 (Real.exp_ne_zero _))).symm

end

end ImaginaryTimeProjection
```

```lean
#print axioms ImaginaryTimeProjection.ground_state_projection
#print axioms ImaginaryTimeProjection.mixedEnergy_asymptotics
```

```
'ImaginaryTimeProjection.ground_state_projection' depends on axioms: [propext, Classical.choice, Quot.sound]
'ImaginaryTimeProjection.mixedEnergy_asymptotics' depends on axioms: [propext, Classical.choice, Quot.sound]
```

In the code, `H : V →L[ℂ] V` is the Hamiltonian, `propagator` is the operator exponential of −βH, and `amplitude v ψ φ n` is a_n. The finite index type `ι` labels the levels. The hypothesis `hH` says that the orthonormal basis `v` consists of eigenvectors with real energies `ε n`. This makes H Hermitian; the existence of such a basis is assumed, not derived from Hermiticity.

`ground_state_projection` needs only a strict minimum `g`, and its limit is zero if φ has no ground-state component. `mixedEnergy_asymptotics` also assumes that a_g ≠ 0 and that the next level `e` is nondegenerate; levels above it may coincide. It states both that the overlap is eventually nonzero and that the scaled error has the limit above. `eigenbasis_witness` constructs an H with any prescribed energies, and unnormalised vectors ψ = φ for which every amplitude is one.

`propagator_eigenvector` is the eigenvector calculation, and `propagator_expansion` applies it term by term. `dominant_level` takes the limit of the sums: each term other than the surviving one must have higher energy or zero coefficient. The second option handles level g in the energy numerator. `overlap_expansion` supplies the two spectral sums, and the final theorem divides their limits with `hN.div hD ha`.

The device behind the eigenvector step is Mathlib's `is_const_of_deriv_eq_zero`: a differentiable function whose derivative vanishes everywhere takes the same value at any two points. The proof lets u be complex and compares −β with 0. `hasDerivAt_exp_smul_const` gives the derivative of the exponential with H on the right, directly in front of x, so the eigenvalue equation applies at once. The product rule then leaves two cancelling terms, which `module` removes. No power series has to be summed by hand.
